# Replacing the zero-temperature occupations of non-interacting fermions by p(H), with eigenvalues in [0,1], raises the grand potential by the sum of |e − μ| times the absolute occupation error

The declaration `grand_potential_error` concerns non-interacting fermions whose one-particle Hamiltonian is a finite real symmetric matrix `H`, with a real polynomial `p(H)` standing in for the zero-temperature density matrix. It assumes that `p` lies between 0 and 1 at every eigenvalue of `H`, and each eigenstate holds at most one particle. It states that Tr((H − μ)p(H)), less the sum of e − μ over the levels below μ, equals the sum over all levels of |e − μ| times |p(e) − θ|, where θ is 1 below μ and 0 otherwise. The attempt turns the trace into a sum over eigenvalues by `trace_aeval`, then compares the two sides level by level, with one case for levels below μ and one for the rest.

This version doesn't compile in Lean 4 with Mathlib:

```lean
import Mathlib

open Polynomial

namespace GrandPotentialError

noncomputable section

variable {n : Type*} [Fintype n] [DecidableEq n] {H : Matrix n n ℝ}

/-- The zero-temperature occupation of a level at energy `x`: one below `mu`, zero otherwise. -/
def step (mu x : ℝ) : ℝ := if x < mu then 1 else 0

/-- The eigenstates of `H` whose energy lies below `mu`. -/
def levelsBelow (hH : H.IsHermitian) (mu : ℝ) : Finset n :=
  Finset.univ.filter (fun a => hH.eigenvalues a < mu)

/-- The trace of a polynomial of a real symmetric `H` is the sum of the polynomial's values
at the eigenvalues. -/
theorem trace_aeval (hH : H.IsHermitian) (p : ℝ[X]) :
    (aeval H p).trace = ∑ a, p.eval (hH.eigenvalues a) := by
  set U : Matrix n n ℝ := (hH.eigenvectorUnitary : Matrix n n ℝ) with hU
  have hUU : U * star U = 1 := Matrix.mem_unitaryGroup_iff.mp hH.eigenvectorUnitary.2
  have hUU' : star U * U = 1 := Matrix.mem_unitaryGroup_iff'.mp hH.eigenvectorUnitary.2
  -- the columns of `U` are eigenvectors
  have h1 : H * U = U * Matrix.diagonal hH.eigenvalues := by
    ext i j
    have h := congrFun (hH.mulVec_eigenvectorBasis j) i
    rw [Matrix.mul_diagonal]
    exact h.trans (mul_comm _ _)
  have hpow : ∀ k : ℕ, H ^ k * U = U * Matrix.diagonal (fun a => hH.eigenvalues a ^ k) := by
    intro k
    induction k with
    | zero => simp
    | succ k ih =>
      rw [pow_succ, mul_assoc, h1, ← mul_assoc, ih, mul_assoc, Matrix.diagonal_mul_diagonal]
      simp only [pow_succ]
  -- hence `U` diagonalises every polynomial of `H`
  have hp : aeval H p * U = U * Matrix.diagonal (fun a => p.eval (hH.eigenvalues a)) := by
    induction p using Polynomial.induction_on' with
    | add p q hp hq =>
      rw [map_add, add_mul, hp, hq, ← mul_add, Matrix.diagonal_add]
      simp only [eval_add]
    | monomial k r =>
      rw [aeval_monomial, Algebra.algebraMap_eq_smul_one, smul_mul_assoc, one_mul,
        smul_mul_assoc, hpow, ← mul_smul_comm]
      congr 1
      ext i j
      by_cases h : i = j <;> simp [h]
  calc (aeval H p).trace = (aeval H p * U * star U).trace := by
        rw [mul_assoc, hUU, mul_one]
    _ = (star U * (U * Matrix.diagonal (fun a => p.eval (hH.eigenvalues a)))).trace := by
        rw [hp, Matrix.trace_mul_comm]
    _ = ∑ a, p.eval (hH.eigenvalues a) := by
        rw [← mul_assoc, hUU', one_mul, Matrix.trace_diagonal]

/-- If `p` has values in `[0,1]` on the spectrum, then `Tr ((H - mu) p(H))` exceeds the sum of
`e_a - mu` over the levels below `mu` by the occupation errors weighted with `|e_a - mu|`. -/
theorem grand_potential_error (hH : H.IsHermitian) (mu : ℝ) (p : ℝ[X])
    (h01 : ∀ a, p.eval (hH.eigenvalues a) ∈ Set.Icc (0 : ℝ) 1) :
    ((H - mu • (1 : Matrix n n ℝ)) * aeval H p).trace
        - ∑ a ∈ levelsBelow hH mu, (hH.eigenvalues a - mu)
      = ∑ a, |hH.eigenvalues a - mu|
          * |p.eval (hH.eigenvalues a) - step mu (hH.eigenvalues a)| := by
  have h1 : (H - mu • (1 : Matrix n n ℝ)) * aeval H p = aeval H ((X - C mu) * p) := by
    rw [map_mul, map_sub, aeval_X, aeval_C, Algebra.algebraMap_eq_smul_one]
  rw [h1, trace_aeval hH, levelsBelow, Finset.sum_filter, ← Finset.sum_sub_distrib]
  refine Finset.sum_congr rfl fun a _ => ?_
  obtain ⟨h0, h1⟩ := h01 a
  rw [eval_mul, eval_sub, eval_X, eval_C, step]
  -- both factors change sign together at `mu`
  split_ifs with h
  · rw [abs_of_neg (sub_neg.2 h), abs_of_nonpos (sub_nonpos.2 h1)]
    ring
  · rw [abs_of_nonneg (sub_nonneg.2 (not_lt.1 h)), sub_zero, abs_of_nonneg h0]
    ring

end

end GrandPotentialError
```

The error:

```
Main.lean:75:61: error: Tactic `rewrite` failed: Did not find an occurrence of the pattern
  |eval (hH.eigenvalues a) p|
in the target expression
  (hH.eigenvalues a - mu) * eval (hH.eigenvalues a) p = (hH.eigenvalues a - mu) * |eval (hH.eigenvalues a) p - 0|

case neg
n : Type u_1
inst✝¹ : Fintype n
inst✝ : DecidableEq n
H : Matrix n n ℝ
hH : H.IsHermitian
mu : ℝ
p : ℝ[X]
h01 : ∀ (a : n), eval (hH.eigenvalues a) p ∈ Set.Icc 0 1
h1✝ : (H - mu • 1) * (aeval H) p = (aeval H) ((X - C mu) * p)
a : n
x✝ : a ∈ Finset.univ
h0 : 0 ≤ eval (hH.eigenvalues a) p
h1 : eval (hH.eigenvalues a) p ≤ 1
h : ¬hH.eigenvalues a < mu
⊢ (hH.eigenvalues a - mu) * eval (hH.eigenvalues a) p = (hH.eigenvalues a - mu) * |eval (hH.eigenvalues a) p - 0|
```

The error is in the second case, where the level is not below μ. There both the sum over occupied levels and `step` contribute a zero, so the goal has two subtractions of 0: one from the whole product on the left, and one inside the absolute value on the right.

A single `sub_zero` in `rw` fixes its pattern at the first match and rewrites only copies of that same expression. Here it removed the zero on the left and left `|eval (hH.eigenvalues a) p - 0|` on the right. The next step, `abs_of_nonneg h0`, looks for the absolute value without the `- 0`, and so finds nothing to rewrite.

The repair adds a second `sub_zero`, which clears the remaining zero. After `abs_of_nonneg h0` the two sides are then identical, and `rw` closes the goal by itself. The `ring` that followed has to go, since it would fail with no goal left. The reworded comment is mere tidying.

The change, after which it compiles:

```diff
@@ -69,10 +69,9 @@
   obtain ⟨h0, h1⟩ := h01 a
   rw [eval_mul, eval_sub, eval_X, eval_C, step]
-  -- both factors change sign together at `mu`
+  -- both factors are nonpositive below `mu` and nonnegative elsewhere
   split_ifs with h
   · rw [abs_of_neg (sub_neg.2 h), abs_of_nonpos (sub_nonpos.2 h1)]
     ring
-  · rw [abs_of_nonneg (sub_nonneg.2 (not_lt.1 h)), sub_zero, abs_of_nonneg h0]
-    ring
+  · rw [abs_of_nonneg (sub_nonneg.2 (not_lt.1 h)), sub_zero, sub_zero, abs_of_nonneg h0]
 
 end
```
